# Unscreening a core: error for LDA exchange, exactness for the Fock matrix

## The claim and its derivation

Take the screening function f(x) = x^(1/3), a core density c = 7 and a valence density v₀ = 1. Adding the core changes the screening by

    f(7 + 1) − f(1) = 2 − 1 = 1.

At v = 8 the same core changes it by 15^(1/3) − 2 ≈ 0.47, and at v = 0 by 7^(1/3) ≈ 1.91. A model that stores the number 1 as "the effect of the core" and adds it to f(v) is right at v = 1, too large by about 0.53 at v = 8 and too small by about 0.91 at v = 0. With the linear function G(x) = 2x in place of f, the change is 14 at every v, and the stored number is always right.

In general, let a screening map G send a density to a potential. The all-electron potential at core density c and valence density v is V_ext + G(c + v). An ionic potential is generated at a reference valence density v₀ by subtracting the valence screening, V_ion = V_ext + G(c + v₀) − G(v₀), and it is used at another density as V_ion + G(v). With the core shift

    D(v) = G(c + v) − G(v),

the difference between the potential so obtained and the all-electron one is the unscreening error

    ε(v₀, v) = [D(v₀) + G(v)] − G(c + v) = D(v₀) − D(v).

This is the unscreening step in the construction of those pseudopotentials and effective core potentials that are obtained by inverting an atomic one-electron equation, in a simplified form with a frozen core, with the true valence density in place of a pseudo-density and, for the LDA, with exchange only at a single point in space. The unpolarised LDA exchange potential is −A ρ^(1/3) with a positive constant A, so f is its magnitude up to A.

The claim has two sides. For f(x) = x^(1/3) and c > 0, the shift satisfies 0 < D(v) < f(c) for v > 0, decreases strictly on v ≥ 0 and tends to zero; the error vanishes only at v = v₀ and tends to D(v₀) at large v. For an additive map, among them the closed-shell two-electron Fock matrix, D does not depend on v and the error is zero.

### D decreases for strictly concave f

Let 0 ≤ x < y and L = c + y − x, so that L > c > 0. Put b = c/L and a = 1 − b; both lie strictly between 0 and 1. The points c + x and y are weighted means of the two distinct points x and c + y, with the weights exchanged:

    a x + b (c + y) = x + b L = c + x,
    b x + a (c + y) = (c + y) − b L = y.

Strict concavity gives one inequality for each:

    f(c + x) > a f(x) + b f(c + y),
    f(y) > b f(x) + a f(c + y).

Since a + b = 1, their sum is

    f(c + x) + f(y) > f(x) + f(c + y),

which is D(x) > D(y). Because ε = D(v₀) − D(v), the error is positive for v > v₀, negative for v < v₀ and zero for v = v₀. These three cases exhaust the possibilities and exclude one another, so each implication is an equivalence.

### Bounds and limit for the cube root

The function x^(1/3) is strictly increasing and strictly concave on x ≥ 0. For v > 0, monotonicity gives f(c + v) > f(v), so D(v) > 0. Since f(0) = 0, D(0) = f(c), and the decrease of D gives D(v) < f(c). For the limit, set p = f(c + v) and q = f(v). Then

    c = p³ − q³ = (p − q)(p² + p q) + (p − q) q² ≥ (p − q) q²,

because p − q and p² + p q are nonnegative. Hence

    0 ≤ D(v) ≤ c / q² = c / v^(2/3),

and the right side tends to zero. It follows that ε(v₀, v) = D(v₀) − D(v) tends to D(v₀).

### Additive maps

If G(x + y) = G(x) + G(y), then D(v) = G(c) + G(v) − G(v) = G(c). The two-electron part of the closed-shell Fock matrix,

    G(P)_ij = Σ_kl P_kl [ (ij|lk) − ½ (ik|lj) ],

has this property, since (P + Q)_kl = P_kl + Q_kl and the bracket does not depend on P. There is also a converse. Suppose ε = 0 for all c, v₀ and v. Choosing c = x, v₀ = 0, v = y gives G(x) − G(0) + G(y) − G(x + y) = 0, that is

    G(x + y) + G(0) = G(x) + G(y).

If this identity holds for all x and y, then D(v) = G(c) − G(0) for every v, and ε = 0.

The hypotheses on the nonlinear side cannot simply be dropped. For c = 0 the shift is identically zero and so is the error. If strict concavity is weakened to concavity, f(x) = x is admitted, for which D(v) = c is constant. At v = 0 the upper bound becomes the equality D(0) = f(c).

## The formal development

Densities live in a type `E` with a commutative addition and a zero, potentials in a type `F` that also has subtraction. Densities are never subtracted, so `E` may be the real numbers, the nonnegative real numbers or the matrices.

```lean
import Mathlib

open Filter Topology

namespace CoreUnscreening

noncomputable section

section General

variable {E F : Type*} [AddCommMonoid E] [AddCommGroup F]
```

The definition `coreShift G c v` is D(v), with the map and the core density as explicit arguments.

```lean
/-- The core shift `D(v) = G(c + v) - G(v)`: the change of the screening potential `G` at valence
density `v` when the core density `c` is added. -/
def coreShift (G : E → F) (c v : E) : F := G (c + v) - G v
```

The error is defined as in the derivation, with V_ext already cancelled. Its sign convention is the unscreened-and-rescreened potential minus the all-electron one.

```lean
/-- The unscreening error: the core shift frozen at the reference valence density `v₀` plus the
valence screening `G(v)`, minus the all-electron screening `G(c + v)`. -/
def unscreeningError (G : E → F) (c v₀ v : E) : F := (coreShift G c v₀ + G v) - G (c + v)
```

The identity ε = D(v₀) − D(v) holds for every map G. After both definitions are unfolded it is a regrouping of terms in a commutative group, which `abel` carries out.

```lean
/-- The unscreening error is the core shift at the reference density minus the core shift at the
actual density. -/
theorem unscreeningError_eq (G : E → F) (c v₀ v : E) :
    unscreeningError G c v₀ v = coreShift G c v₀ - coreShift G c v := by
  unfold unscreeningError coreShift
  abel
```

The type `E →+ F` consists of maps that preserve addition and zero. The step `map_add` splits G(c + v) into G(c) + G(v), and the valence term cancels.

```lean
/-- For an additive screening map the core shift equals the potential of the core alone, whatever
the valence density. -/
theorem coreShift_additive (G : E →+ F) (c v : E) : coreShift (⇑G) c v = G c := by
  unfold coreShift
  rw [map_add]
  abel
```

The equivalence `unscreening_exact_iff` ranges over all of `E`. Its right side says that G − G(0) is additive; it does not mention scalar multiples, so it asks for less than linearity. The forward direction specialises the hypothesis as `h x 0 y`, the choice c = x, v₀ = 0, v = y. The backward direction solves the identity for G(c + v) and G(c + v₀) in `e1` and `e2` and substitutes them.

```lean
/-- Unscreening is exact for all core, reference and valence densities if and only if the
screening map is additive up to its value at zero density. -/
theorem unscreening_exact_iff (G : E → F) :
    (∀ c v₀ v, unscreeningError G c v₀ v = 0) ↔ ∀ x y, G (x + y) + G 0 = G x + G y := by
  constructor
  · intro h x y
    -- unscreen at zero valence density
    have h1 := h x 0 y
    simp only [unscreeningError, coreShift, add_zero] at h1
    have h2 := sub_eq_zero.mp h1
    rw [← h2]
    abel
  · intro h c v₀ v
    have e1 : G (c + v) = G c + G v - G 0 := eq_sub_of_add_eq (h c v)
    have e2 : G (c + v₀) = G c + G v₀ - G 0 := eq_sub_of_add_eq (h c v₀)
    unfold unscreeningError coreShift
    rw [e1, e2]
    abel

end General
```

From here to the end of the LDA part, densities and potentials are real numbers, the values at one point in space. The set `Set.Ici 0` is the half-line [0, ∞). The hypothesis `StrictConcaveOn ℝ (Set.Ici 0) f` is the strict inequality for weighted means of two distinct points with positive weights, and it needs no derivative of f. The conclusion `StrictAntiOn (coreShift f c) (Set.Ici 0)` says D(y) < D(x) whenever 0 ≤ x < y. In the proof, `hL` is L > 0 and the `obtain` block supplies the weights a = 1 − c/L and b = c/L together with the two mean-value equations `e1` and `e2`, both consequences of b L = c (`hbL`). The two concavity inequalities are `h1` and `h2`; `hsum` uses a + b = 1 to write f(x) + f(c + y) as the sum of their smaller sides, and `linarith` adds them.

```lean
/-- For a screening function strictly concave on nonnegative densities and a positive core
density, the core shift decreases strictly with the valence density. -/
theorem coreShift_strictAntiOn {f : ℝ → ℝ} (hf : StrictConcaveOn ℝ (Set.Ici 0) f) {c : ℝ}
    (hc : 0 < c) : StrictAntiOn (coreShift f c) (Set.Ici 0) := by
  intro x hx y hy hxy
  have hy0 : 0 ≤ y := hy
  have hL : 0 < c + y - x := by linarith
  -- `c + x` and `y` are complementary convex combinations of `x` and `c + y`
  obtain ⟨a, b, ha, hb, hab, e1, e2⟩ : ∃ a b : ℝ, 0 < a ∧ 0 < b ∧ a + b = 1 ∧
      a * x + b * (c + y) = c + x ∧ b * x + a * (c + y) = y := by
    have hbL : c / (c + y - x) * (c + y - x) = c := div_mul_cancel₀ c hL.ne'
    have hb1 : c / (c + y - x) < 1 := (div_lt_one hL).mpr (by linarith)
    refine ⟨1 - c / (c + y - x), c / (c + y - x), by linarith, div_pos hc hL, by ring, ?_, ?_⟩
    · linear_combination hbL
    · linear_combination (-1 : ℝ) * hbL
  have hz : c + y ∈ Set.Ici (0 : ℝ) := by
    show 0 ≤ c + y
    linarith
  have hne : x ≠ c + y := by
    intro h
    linarith
  have hba : b + a = 1 := by linarith
  have h1 := hf.2 hx hz hne ha hb hab
  have h2 := hf.2 hx hz hne hb ha hba
  simp only [smul_eq_mul] at h1 h2
  rw [e1] at h1
  rw [e2] at h2
  -- add the two concavity inequalities
  have hsum : f x + f (c + y)
      = (a * f x + b * f (c + y)) + (b * f x + a * f (c + y)) := by
    linear_combination (-(f x + f (c + y))) * hab
  unfold coreShift
  linarith
```

The sign theorem states the three equivalences for nonnegative `v₀` and `v`. The error is rewritten as D(v₀) − D(v), and `lt_trichotomy` splits into v < v₀, v = v₀ and v₀ < v. In the two strict cases `hD` orders the shifts, and each of the six implications either has a conclusion that follows from the ordering or has a premise that contradicts it.

```lean
/-- For a screening function strictly concave on nonnegative densities, a positive core density
and nonnegative reference and valence densities, the unscreening error
is positive above the reference density, negative below it, and zero only at it. -/
theorem unscreeningError_sign {f : ℝ → ℝ} (hf : StrictConcaveOn ℝ (Set.Ici 0) f) {c v₀ v : ℝ}
    (hc : 0 < c) (hv₀ : 0 ≤ v₀) (hv : 0 ≤ v) :
    (0 < unscreeningError f c v₀ v ↔ v₀ < v) ∧ (unscreeningError f c v₀ v < 0 ↔ v < v₀) ∧
      (unscreeningError f c v₀ v = 0 ↔ v = v₀) := by
  have hanti := coreShift_strictAntiOn hf hc
  rw [unscreeningError_eq]
  rcases lt_trichotomy v v₀ with h | h | h
  · have hD : coreShift f c v₀ < coreShift f c v := hanti hv hv₀ h
    refine ⟨⟨fun h' => ?_, fun h' => ?_⟩, ⟨fun h' => ?_, fun h' => ?_⟩,
      ⟨fun h' => ?_, fun h' => ?_⟩⟩ <;> linarith
  · subst h
    simp
  · have hD : coreShift f c v < coreShift f c v₀ := hanti hv₀ hv h
    refine ⟨⟨fun h' => ?_, fun h' => ?_⟩, ⟨fun h' => ?_, fun h' => ?_⟩,
      ⟨fun h' => ?_, fun h' => ?_⟩⟩ <;> linarith
```

The function `ldaExchange` is f, a real power with exponent 1/3 and no prefactor. The physical exchange potential carries the factor −A, which multiplies D and ε alike, so the signs in the statements are those of the magnitude and are reversed for the potential itself.

```lean
/-- The density dependence `x^(1/3)` of the LDA exchange potential, without its constant
prefactor. -/
def ldaExchange (x : ℝ) : ℝ := x ^ ((1 : ℝ) / 3)
```

Strict concavity is taken from the Mathlib theorem `Real.strictConcaveOn_rpow`, which covers exponents strictly between 0 and 1. Inserted into `unscreeningError_sign`, it gives the sign of the error for the cube root.

```lean
/-- The LDA exchange form is strictly concave on nonnegative densities. -/
theorem ldaExchange_strictConcaveOn : StrictConcaveOn ℝ (Set.Ici 0) ldaExchange := by
  have h : StrictConcaveOn ℝ (Set.Ici 0) (fun x : ℝ => x ^ ((1 : ℝ) / 3)) :=
    Real.strictConcaveOn_rpow (by norm_num) (by norm_num)
  exact h
```

The lower bound on D uses `Real.rpow_lt_rpow`, the strict monotonicity of a positive power. For the upper bound, `h0` is f(0) = 0, `hD0` is D(0) = f(c), and `h` is the strict decrease from 0 to v.

```lean
/-- For positive core and valence densities the LDA core shift lies strictly between zero and the
exchange form of the core alone. -/
theorem lda_coreShift_bounds {c v : ℝ} (hc : 0 < c) (hv : 0 < v) :
    0 < coreShift ldaExchange c v ∧ coreShift ldaExchange c v < ldaExchange c := by
  constructor
  · have h : v ^ ((1 : ℝ) / 3) < (c + v) ^ ((1 : ℝ) / 3) :=
      Real.rpow_lt_rpow hv.le (by linarith) (by norm_num)
    unfold coreShift ldaExchange
    linarith
  · -- compare with the value at zero valence density
    have h0 : ldaExchange 0 = 0 := by
      unfold ldaExchange
      exact Real.zero_rpow (by norm_num)
    have hD0 : coreShift ldaExchange c 0 = ldaExchange c := by
      unfold coreShift
      rw [add_zero, h0, sub_zero]
    have h : coreShift ldaExchange c v < coreShift ldaExchange c 0 :=
      coreShift_strictAntiOn ldaExchange_strictConcaveOn hc
        (Set.mem_Ici.mpr le_rfl) (Set.mem_Ici.mpr hv.le) hv
    linarith
```

The statement `Tendsto (coreShift ldaExchange c) atTop (𝓝 0)` reads D(v) → 0 as v → ∞. The fact f(x)³ = x for x ≥ 0 is `hcube`. The divergence of q² is `h2`, and `h3` is c/q² → 0. The lemma `squeeze_zero'` asks for 0 ≤ D(v) and D(v) ≤ c/q² for all large v, and both are shown for v > 0. After `le_div_iff₀` the second goal is (p − q) q² ≤ c. The final `nlinarith` call receives the nonnegative product (p − q)(p² + p q) as `mul_nonneg hD hq` and the two cube equations `ha3` and `hb3`, which together are the factorisation above.

```lean
/-- For a positive core density the LDA core shift tends to zero at large valence density. -/
theorem lda_coreShift_tendsto_zero {c : ℝ} (hc : 0 < c) :
    Tendsto (coreShift ldaExchange c) atTop (𝓝 0) := by
  have hcube : ∀ x : ℝ, 0 ≤ x → ldaExchange x ^ 3 = x := by
    intro x hx
    unfold ldaExchange
    rw [← Real.rpow_natCast, ← Real.rpow_mul hx]
    norm_num
  have hf : Tendsto (fun x : ℝ => x ^ ((1 : ℝ) / 3)) atTop atTop :=
    tendsto_rpow_atTop (by norm_num)
  have hp : Tendsto (fun x : ℝ => x ^ 2) atTop atTop := tendsto_pow_atTop (by norm_num)
  have h2 : Tendsto (fun v : ℝ => ldaExchange v ^ 2) atTop atTop := hp.comp hf
  have h3 : Tendsto (fun v : ℝ => c / ldaExchange v ^ 2) atTop (𝓝 0) :=
    tendsto_const_nhds.div_atTop h2
  refine squeeze_zero' ?_ ?_ h3
  · filter_upwards [eventually_gt_atTop (0 : ℝ)] with v hv
    exact (lda_coreShift_bounds hc hv).1.le
  · filter_upwards [eventually_gt_atTop (0 : ℝ)] with v hv
    have hb : 0 < ldaExchange v := Real.rpow_pos_of_pos hv _
    have ha : 0 < ldaExchange (c + v) := Real.rpow_pos_of_pos (by linarith) _
    have hD := (lda_coreShift_bounds hc hv).1.le
    have ha3 := hcube (c + v) (by linarith)
    have hb3 := hcube v hv.le
    unfold coreShift at hD ⊢
    rw [le_div_iff₀ (pow_pos hb 2)]
    -- factor the difference of cubes, which equals the core density
    have hq : 0 ≤ ldaExchange (c + v) ^ 2 + ldaExchange (c + v) * ldaExchange v := by
      positivity
    nlinarith [mul_nonneg hD hq, ha3, hb3]
```

The theorem `lda_unscreening` assumes only c > 0 and states five things: the bounds 0 < D(v) < f(c) for v > 0; strict decrease on [0, ∞); the limit D → 0; for nonnegative v₀ and v, ε = 0 exactly when v = v₀; and ε(v₀, v) → D(v₀) as v → ∞. The last part places no sign condition on `v₀`, since D(v₀) enters as a constant; for negative `v₀` Lean's real power is a convention that differs from the real cube root, and only v₀ ≥ 0 has a physical reading. The first four parts are earlier results, the fourth being the third equivalence of `unscreeningError_sign`. The fifth subtracts the limit `hT` from a constant.

```lean
/-- For the magnitude `x^(1/3)` of LDA exchange and a positive core density, the core shift at
positive valence density lies strictly between zero and the core
value, decreases strictly on nonnegative valence densities and tends to zero; for nonnegative
densities the unscreening error vanishes exactly at the reference
density, and it tends to the reference core shift at large valence density. -/
theorem lda_unscreening {c : ℝ} (hc : 0 < c) :
    (∀ v, 0 < v → 0 < coreShift ldaExchange c v ∧ coreShift ldaExchange c v < ldaExchange c) ∧
    StrictAntiOn (coreShift ldaExchange c) (Set.Ici 0) ∧
    Tendsto (coreShift ldaExchange c) atTop (𝓝 0) ∧
    (∀ v₀ v, 0 ≤ v₀ → 0 ≤ v → (unscreeningError ldaExchange c v₀ v = 0 ↔ v = v₀)) ∧
    (∀ v₀, Tendsto (fun v => unscreeningError ldaExchange c v₀ v) atTop
      (𝓝 (coreShift ldaExchange c v₀))) := by
  have hT := lda_coreShift_tendsto_zero hc
  refine ⟨fun v hv => lda_coreShift_bounds hc hv,
    coreShift_strictAntiOn ldaExchange_strictConcaveOn hc, hT,
    fun v₀ v hv₀ hv => (unscreeningError_sign ldaExchange_strictConcaveOn hc hv₀ hv).2.2,
    fun v₀ => ?_⟩
  have h : Tendsto (fun v => coreShift ldaExchange c v₀ - coreShift ldaExchange c v) atTop
      (𝓝 (coreShift ldaExchange c v₀ - 0)) := tendsto_const_nhds.sub hT
  simpa only [unscreeningError_eq, sub_zero] using h
```

On the Fock side, `n` is a finite set of basis functions, `P` is the spin-summed density matrix and `eri i j k l` is the integral (ij|kl) in chemists' notation. The term `eri i j l k` is the Coulomb part and `eri i k l j` the exchange part, with the factor ½ of the closed-shell case. The integrals are an arbitrary real array, with no permutational symmetry assumed, and the matrices need not be symmetric, positive or idempotent. The one-electron Hamiltonian is left out, as it plays the part of V_ext.

```lean
section Fock

variable {n : Type*} [Fintype n]

/-- The closed-shell two-electron Fock matrix, Coulomb minus half exchange, built from the
repulsion integrals `eri i j k l = (ij|kl)` and the density matrix `P`. -/
def fockTwoElectron (eri : n → n → n → n → ℝ) (P : Matrix n n ℝ) : Matrix n n ℝ :=
  Matrix.of fun i j => ∑ k, ∑ l, P k l * (eri i j l k - 1 / 2 * eri i k l j)
```

Additivity is checked entry by entry: `add_mul` distributes P_kl + Q_kl over the bracket and `Finset.sum_add_distrib` separates the sums.

```lean
/-- The two-electron Fock matrix is additive in the density matrix. -/
theorem fockTwoElectron_add (eri : n → n → n → n → ℝ) (P Q : Matrix n n ℝ) :
    fockTwoElectron eri (P + Q) = fockTwoElectron eri P + fockTwoElectron eri Q := by
  ext i j
  simp only [fockTwoElectron, Matrix.of_apply, Matrix.add_apply, add_mul,
    Finset.sum_add_distrib]
```

In the last theorem `C` is the core density matrix, `P₀` the reference valence matrix and `P` the actual one. It states that the core shift equals G(C) for every `P`, and that the error is the zero matrix for every `P₀` and `P`. The auxiliary statement `h` repeats the cancellation of `coreShift_additive` directly from `fockTwoElectron_add`, and the error is then G(C) − G(C).

The statements compare potentials at given densities and say nothing about self-consistent densities, orbital energies or total energies. Exactness for the Fock matrix means that the frozen-core operator G(C) can be moved into the ionic part without error. It does not cover the replacement of that nonlocal operator by a semilocal potential, the change from valence orbitals to nodeless pseudo-orbitals, relaxation of the core, or core-valence correlation, all of which affect an effective core potential used in quantum chemistry or QMC. The LDA statements cover neither the correlation potential nor spin polarisation nor gradient terms. Applied point by point, the result places the LDA exchange error at the points where the core density is nonzero and the valence density differs from its reference value. A nonlinear core correction addresses this error by keeping a core density inside the exchange-correlation functional.

```lean
/-- For the two-electron Fock matrix the core shift is the Fock matrix of the core density for
every valence density, and the unscreening error vanishes for every reference density. -/
theorem fock_unscreening_exact (eri : n → n → n → n → ℝ) (C P₀ P : Matrix n n ℝ) :
    coreShift (fockTwoElectron eri) C P = fockTwoElectron eri C ∧
      unscreeningError (fockTwoElectron eri) C P₀ P = 0 := by
  have h : ∀ Q, coreShift (fockTwoElectron eri) C Q = fockTwoElectron eri C := by
    intro Q
    unfold coreShift
    rw [fockTwoElectron_add]
    abel
  refine ⟨h P, ?_⟩
  rw [unscreeningError_eq, h P₀, h P, sub_self]

end Fock

end

end CoreUnscreening
```

```lean
#print axioms CoreUnscreening.coreShift_additive
#print axioms CoreUnscreening.unscreening_exact_iff
#print axioms CoreUnscreening.lda_unscreening
#print axioms CoreUnscreening.fock_unscreening_exact
```

```
'CoreUnscreening.coreShift_additive' depends on axioms: [propext]
'CoreUnscreening.unscreening_exact_iff' depends on axioms: [propext]
'CoreUnscreening.lda_unscreening' depends on axioms: [propext, Classical.choice, Quot.sound]
'CoreUnscreening.fock_unscreening_exact' depends on axioms: [propext, Classical.choice, Quot.sound]
```
